# In a random two-species chain, segment densities weighted by length sum to the concentration

Each site of a chain is occupied independently at random, by one species with concentration $c$ or by the other with concentration $1-c$. The density of segments of exactly $L$ sites of the first species, closed off by the other species at both ends, is defined as $c^L(1-c)^2$ per lattice site. The theorem says that for $0<c<1$ the series $\sum_L L\,c^L(1-c)^2$ converges to $c$, so that segments of all lengths together account for every site of the first species. The proof takes Mathlib's sum $\sum_L L\,c^L = c/(1-c)^2$, multiplies it by $(1-c)^2$, and uses `convert` to match the result to the claim.

The failing Lean file:

```lean
import Mathlib

open Matrix Module

namespace SegmentSumRule

noncomputable section

/-- Number per lattice site of segments of exactly `L` sites of a species with concentration `c`,
bounded by one site of the other species at each end, when every site is occupied independently at
random. -/
def segmentDensity (c : ℝ) (L : ℕ) : ℝ := c ^ L * (1 - c) ^ 2

/-- For `0 < c < 1`, the sites contained in segments of all lengths, counted per lattice site, add
up to the concentration `c`. -/
theorem segment_sum_rule {c : ℝ} (h0 : 0 < c) (h1 : c < 1) :
    HasSum (fun L : ℕ => (L : ℝ) * segmentDensity c L) c := by
  have hc : ‖c‖ < 1 := by rwa [Real.norm_eq_abs, abs_of_pos h0]
  have hne : 1 - c ≠ 0 := by linarith
  convert (hasSum_coe_mul_geometric_of_norm_lt_one hc).mul_left ((1 - c) ^ 2) using 1
  · funext L
    unfold segmentDensity
    ring
  · field_simp

end

end SegmentSumRule
```

Lean reports:

```
Main.lean:21:4: error: Tactic `apply` failed: could not unify the conclusion of `@funext`
  ?f = ?g
with the goal
  Real.instAddCommMonoid =
    CommRing.toNonUnitalCommRing.toNonUnitalNonAssocCommRing.toNonUnitalNonAssocSemiring.toAddCommMonoid

Note: The full type of `@funext` is
  ∀ {α : Sort ?u.52} {β : α → Sort ?u.51} {f g : (x : α) → β x}, (∀ (x : α), f x = g x) → f = g

case e'_3
c : ℝ
h0 : 0 < c
h1 : c < 1
hc : ‖c‖ < 1
hne : 1 - c ≠ 0
⊢ Real.instAddCommMonoid =
    CommRing.toNonUnitalCommRing.toNonUnitalNonAssocCommRing.toNonUnitalNonAssocSemiring.toAddCommMonoid
Main.lean:24:2: error: unsolved goals
case e'_5
c : ℝ
h0 : 0 < c
h1 : c < 1
hc : ‖c‖ < 1
hne : 1 - c ≠ 0
⊢ (fun L => ↑L * segmentDensity c L) = fun i => (1 - c) ^ 2 * ↑i * c ^ i
Main.lean:17:60: error: unsolved goals
case e'_6
c : ℝ
h0 : 0 < c
h1 : c < 1
hc : ‖c‖ < 1
hne : 1 - c ≠ 0
⊢ c = (1 - c) ^ 2 * (c / (1 - c) ^ 2)
```

Cause. The proof has two bullets after `convert ... using 1`, one for the summands and one for the value of the sum, but `convert` leaves three goals. The extra one comes first and asks that two `AddCommMonoid` structures on the reals be equal: `Real.instAddCommMonoid`, and the one reached through the commutative ring structure.

Each bullet therefore meets the wrong goal. `funext L` is applied to the equation between structures, which is not an equation between functions. `field_simp` gets the equation between summands and leaves it unsolved, with `segmentDensity` still folded. The equation for the value, `c = (1 - c) ^ 2 * (c / (1 - c) ^ 2)`, has no bullet left and is reported as unsolved at the theorem's `by`.

The added `· rfl` closes the first goal, since the two structures are equal by definition. The old bullets then fall on the goals they were written for, and both work unchanged.

After these edits no error is left:

```diff
@@ -19,4 +19,5 @@
   have hne : 1 - c ≠ 0 := by linarith
   convert (hasSum_coe_mul_geometric_of_norm_lt_one hc).mul_left ((1 - c) ^ 2) using 1
+  · rfl
   · funext L
     unfold segmentDensity
```
